# Velocity Verlet under a linear force, written with Chebyshev polynomials

## System, integrator and notation

A system with finitely many coordinates $x$ and velocities $v$ has unit masses and feels the force $-Kx$, where $K$ is a constant real square matrix. Its equation of motion is $\ddot x=-Kx$. Velocity Verlet with time step $h$ replaces this motion by a sequence of positions and velocities, and the problem is to find the $n$-th member of that sequence in closed form.

For small vibrations about a potential minimum, $x$ is the displacement from the minimum and $K$ is the matrix of second derivatives there, both in mass-weighted coordinates, which is where the unit masses come from. It is then symmetric, but nothing below needs symmetry or invertibility, and $h$ may be any real number. The step from here to a molecular force field is the linearisation of the force, which is assumed.

In the code, the finite type `ι` labels the coordinates, so positions and velocities are functions `ι → ℝ`. The symbol `*ᵥ` is a matrix acting on a vector, and `•` is multiplication by a scalar.

```lean
import Mathlib

open Polynomial
open scoped Matrix

namespace VerletChebyshev

noncomputable section

variable {ι : Type*} [Fintype ι] [DecidableEq ι]
```

The force is a function of the position alone.

```lean
/-- The linear force `-K x`. -/
def force (K : Matrix ι ι ℝ) (x : ι → ℝ) : ι → ℝ := -(K *ᵥ x)
```

One step is a half kick, a drift and a second half kick with the force at the new position:
$$p=v-\tfrac h2Kx,\qquad x'=x+hp,\qquad v'=p-\tfrac h2Kx'.$$
The state `s` is the pair $(x,v)$, with `s.1` the position and `s.2` the velocity.

```lean
/-- One velocity Verlet step with unit masses on a pair (position, velocity):
half kick, drift, half kick with the force at the new position. -/
def verletStep (K : Matrix ι ι ℝ) (h : ℝ) (s : (ι → ℝ) × (ι → ℝ)) :
    (ι → ℝ) × (ι → ℝ) :=
  let p := s.2 + (h / 2) • force K s.1
  let x := s.1 + h • p
  (x, p + (h / 2) • force K x)
```

Two matrices serve as abbreviations, with $1$ the identity matrix. The first is $A=1-\tfrac{h^2}{2}K$. Its Lean name is `stepMatrix`, although it is not the full matrix that advances the pair $(x,v)$.

```lean
/-- The matrix `A = 1 - (h²/2) K`. -/
def stepMatrix (K : Matrix ι ι ℝ) (h : ℝ) : Matrix ι ι ℝ := 1 - (h ^ 2 / 2) • K
```

The second is $W=K\left(1-\tfrac{h^2}{4}K\right)$. The name `modifiedStiffness` is a label chosen here and not a standard term.

```lean
/-- The modified stiffness `W = K (1 - (h²/4) K)`. -/
def modifiedStiffness (K : Matrix ι ι ℝ) (h : ℝ) : Matrix ι ι ℝ :=
  K * (1 - (h ^ 2 / 4) • K)
```

The Chebyshev polynomials of the first and second kind, $T_n$ and $U_n$, both obey $P_{n+1}=2XP_n-P_{n-1}$. They start from $T_0=1$, $T_1=X$ and $U_{-1}=0$, $U_0=1$. Mathlib indexes them by integers, so $U_{-1}$ is an ordinary member of the family. The expression `aeval A p` is the matrix $p(A)$, and `p.eval c` is the number $p(c)$.

## (a) One step as a linear map

**Task.** Show that one velocity Verlet step sends $(x,v)$ to
$$(x',v')=(Ax+hv,\;Av-hWx).$$

**Solution.** Inserting $p$ into the drift gives
$$x'=x+hv-\tfrac{h^2}{2}Kx=Ax+hv.$$
The second half kick then gives
$$v'=v-\tfrac h2Kx-\tfrac h2K(Ax+hv)=Av-\tfrac h2K(1+A)x.$$
Since $1+A=2\left(1-\tfrac{h^2}{4}K\right)$, the last term is $-hWx$.

In Lean, `Prod.ext` splits the claim into position and velocity. In each half `simp only` multiplies out the definitions, and `module` compares the coefficients of the remaining vectors.

```lean
/-- One velocity Verlet step is the linear map `(x, v) ↦ (A x + h v, A v - h W x)`. -/
theorem verletStep_eq (K : Matrix ι ι ℝ) (h : ℝ) (x v : ι → ℝ) :
    verletStep K h (x, v) =
      (stepMatrix K h *ᵥ x + h • v,
        stepMatrix K h *ᵥ v - h • (modifiedStiffness K h *ᵥ x)) := by
  refine Prod.ext ?_ ?_
  · simp only [verletStep, force, stepMatrix, Matrix.sub_mulVec, Matrix.one_mulVec,
      Matrix.smul_mulVec]
    module
  · simp only [verletStep, force, stepMatrix, modifiedStiffness, mul_sub, mul_one,
      mul_smul_comm, Matrix.sub_mulVec, Matrix.one_mulVec, Matrix.smul_mulVec,
      Matrix.mulVec_add, Matrix.mulVec_smul, Matrix.mulVec_neg, Matrix.mulVec_mulVec]
    module
```

## (b) Two relations between the matrices

**Task.** Show that
$$AW=WA,\qquad 1-A^2=h^2W.$$

**Solution.** Both matrices are polynomials in $K$, so they commute. For the second relation,
$$1-\left(1-\tfrac{h^2}{2}K\right)^2=h^2K-\tfrac{h^4}{4}K^2=h^2K\left(1-\tfrac{h^2}{4}K\right)=h^2W.$$

The Lean proof expands both sides of each relation into powers of $K$ and compares coefficients.

```lean
/-- The matrices `A` and `W` commute, and `1 - A² = h² W`. -/
theorem stepMatrix_relations (K : Matrix ι ι ℝ) (h : ℝ) :
    stepMatrix K h * modifiedStiffness K h = modifiedStiffness K h * stepMatrix K h ∧
      1 - stepMatrix K h ^ 2 = h ^ 2 • modifiedStiffness K h := by
  constructor
  · simp only [stepMatrix, modifiedStiffness, sub_mul, mul_sub, one_mul, mul_one,
      smul_mul_assoc, mul_smul_comm, mul_assoc]
    module
  · simp only [stepMatrix, modifiedStiffness, pow_two (1 - (h ^ 2 / 2) • K), sub_mul,
      mul_sub, one_mul, mul_one, smul_mul_assoc, mul_smul_comm]
    module
```

## (c) Recurrences that couple the two kinds

**Task.** Show for every natural number $n$ that
$$T_{n+1}=XT_n-(1-X^2)U_{n-1},\qquad U_n=XU_{n-1}+T_n.$$

**Solution.** Define the two defects
$$E_n=T_{n+1}-XT_n+(1-X^2)U_{n-1},\qquad D_n=U_n-XU_{n-1}-T_n.$$
Each is a combination of Chebyshev polynomials with coefficients that do not depend on $n$, so each obeys the same three-term recurrence. It is enough that the first two members vanish:
$$E_0=X-X+0=0,\qquad E_1=(2X^2-1)-X^2+(1-X^2)=0,$$
$$D_0=1-0-1=0,\qquad D_1=2X-X-X=0.$$

Lean takes both identities from Mathlib at the integer index $n-1$. The remaining lines bring the indices into the form needed for an induction on $n$, which is why $U_n$ appears as `U` at `((n + 1 : ℕ) : ℤ) - 1`.

```lean
/-- The coupled Chebyshev recurrences `T_(n+1) = X T_n - (1 - X²) U_(n-1)` and
`U_n = X U_(n-1) + T_n`. -/
theorem chebyshev_succ (n : ℕ) :
    Chebyshev.T ℝ ((n + 1 : ℕ) : ℤ) =
        X * Chebyshev.T ℝ (n : ℤ) - (1 - X ^ 2) * Chebyshev.U ℝ ((n : ℤ) - 1) ∧
      Chebyshev.U ℝ (((n + 1 : ℕ) : ℤ) - 1) =
        X * Chebyshev.U ℝ ((n : ℤ) - 1) + Chebyshev.T ℝ (n : ℤ) := by
  have e1 := Chebyshev.T_eq_X_mul_T_sub_pol_U ℝ ((n : ℤ) - 1)
  have e2 := Chebyshev.U_eq_X_mul_U_add_T ℝ ((n : ℤ) - 1)
  rw [show (n : ℤ) - 1 + 2 = ((n + 1 : ℕ) : ℤ) by push_cast; ring,
    show (n : ℤ) - 1 + 1 = n by ring] at e1
  rw [show (n : ℤ) - 1 + 1 = n by ring] at e2
  refine ⟨e1, ?_⟩
  rw [show ((n + 1 : ℕ) : ℤ) - 1 = n by push_cast; ring]
  exact e2
```

## (d) The state after any number of steps

**Task.** Starting from $(x_0,v_0)$, show that after $n$ steps the position $x_n$ and velocity $v_n$ are
$$x_n=T_n(A)x_0+hU_{n-1}(A)v_0,$$
$$v_n=T_n(A)v_0-hWU_{n-1}(A)x_0.$$

**Solution.** For $n=0$, $T_0(A)=1$ and $U_{-1}(A)=0$ return the initial state. Suppose the formulas hold for $n$, and write $P=T_n(A)$ and $Q=U_{n-1}(A)$. By (a),
$$x_{n+1}=Ax_n+hv_n=(AP-h^2WQ)x_0+h(AQ+P)v_0.$$
By (b), $h^2W=1-A^2$, so (c) identifies the two brackets as $T_{n+1}(A)$ and $U_n(A)$. For the velocity,
$$v_{n+1}=Av_n-hWx_n=(AP-h^2WQ)v_0-h(AWQ+WP)x_0.$$
Since $AW=WA$, the last bracket equals $W(AQ+P)=WU_n(A)$. This completes the induction.

In the formal statement, `(verletStep K h)^[n]` is the actual update applied $n$ times, and the right-hand side is the pair of closed formulas. The proof is the same induction: `generalize` introduces $P$ and $Q$, and `hc` moves $A$ past $W$. For finitely many coordinates and a linear force, the theorem supplies reference values for a velocity Verlet code with constant time step, at any step and in the unit-mass coordinates used here, with the time-step error included and rounding left out.

```lean
/-- Chebyshev form of velocity Verlet: after `n` steps the position is
`T_n(A) x₀ + h U_(n-1)(A) v₀` and the velocity is `T_n(A) v₀ - h W U_(n-1)(A) x₀`,
where `U_(-1) = 0`. -/
theorem verlet_chebyshev (K : Matrix ι ι ℝ) (h : ℝ) (x₀ v₀ : ι → ℝ) (n : ℕ) :
    (verletStep K h)^[n] (x₀, v₀) =
      (aeval (stepMatrix K h) (Chebyshev.T ℝ (n : ℤ)) *ᵥ x₀
          + h • (aeval (stepMatrix K h) (Chebyshev.U ℝ ((n : ℤ) - 1)) *ᵥ v₀),
        aeval (stepMatrix K h) (Chebyshev.T ℝ (n : ℤ)) *ᵥ v₀
          - h • ((modifiedStiffness K h *
              aeval (stepMatrix K h) (Chebyshev.U ℝ ((n : ℤ) - 1))) *ᵥ x₀)) := by
  induction n with
  | zero => simp
  | succ n ih =>
    obtain ⟨hcomm, hsq⟩ := stepMatrix_relations K h
    -- the step reproduces the coupled recurrences, evaluated at the matrix `A`
    rw [Function.iterate_succ_apply', ih, verletStep_eq, (chebyshev_succ n).1,
      (chebyshev_succ n).2]
    simp only [map_sub, map_add, map_mul, map_pow, map_one, aeval_X, hsq]
    generalize aeval (stepMatrix K h) (Chebyshev.T ℝ (n : ℤ)) = P
    generalize aeval (stepMatrix K h) (Chebyshev.U ℝ ((n : ℤ) - 1)) = Q
    have hc : stepMatrix K h * (modifiedStiffness K h * Q) =
        modifiedStiffness K h * (stepMatrix K h * Q) := by
      rw [← mul_assoc, hcomm, mul_assoc]
    refine Prod.ext ?_ ?_
    · simp only [Matrix.mulVec_add, Matrix.mulVec_smul,
        Matrix.mulVec_mulVec, Matrix.add_mulVec, Matrix.sub_mulVec, Matrix.smul_mulVec,
        smul_mul_assoc]
      module
    · simp only [Matrix.mulVec_add, Matrix.mulVec_sub, Matrix.mulVec_smul,
        Matrix.mulVec_mulVec, Matrix.add_mulVec, Matrix.sub_mulVec, Matrix.smul_mulVec,
        smul_mul_assoc, mul_add, hc]
      module
```

## (e) A matrix polynomial on an eigenvector

**Task.** Let $A$ now be any real square matrix with $Au=cu$. Show for every real polynomial $p$ that
$$p(A)u=p(c)u.$$

**Solution.** First, $A^nu=c^nu$ by induction, because
$$A^{n+1}u=A^n(Au)=cA^nu=c^{n+1}u.$$
For $p=\sum_n a_nX^n$ it follows that
$$p(A)u=\sum_n a_nA^nu=\sum_n a_nc^nu=p(c)u.$$

In Lean, `hpow` is the statement about powers. The induction on `p` then treats monomials and sums of polynomials.

```lean
/-- On an eigenvector of a matrix, a polynomial in the matrix acts as the polynomial
evaluated at the eigenvalue. -/
theorem aeval_mulVec_eigen {A : Matrix ι ι ℝ} {u : ι → ℝ} {c : ℝ}
    (hA : A *ᵥ u = c • u) (p : ℝ[X]) : aeval A p *ᵥ u = p.eval c • u := by
  have hpow : ∀ n : ℕ, (A ^ n) *ᵥ u = c ^ n • u := by
    intro n
    induction n with
    | zero => simp
    | succ n ih =>
      rw [pow_succ, ← Matrix.mulVec_mulVec, hA, Matrix.mulVec_smul, ih]
      module
  induction p using Polynomial.induction_on' with
  | add p q hp hq => rw [map_add, Matrix.add_mulVec, hp, hq, eval_add, add_smul]
  | monomial n a =>
    rw [aeval_monomial, ← Algebra.smul_def, Matrix.smul_mulVec, hpow, eval_monomial,
      smul_smul]
```

## (f) Motion along one normal mode

**Task.** Let $A$ be the step matrix again, and let $Ku=\kappa u$. Start from position $au$ and velocity $bu$, with real $a$ and $b$. Show that
$$x_n=\left[a\,T_n\!\left(1-\tfrac{h^2\kappa}{2}\right)+hb\,U_{n-1}\!\left(1-\tfrac{h^2\kappa}{2}\right)\right]u.$$

**Solution.** The mode is also an eigenvector of $A$:
$$Au=u-\tfrac{h^2}{2}Ku=\left(1-\tfrac{h^2\kappa}{2}\right)u.$$
Insert $x_0=au$ and $v_0=bu$ into the position formula of (d), and use (e) for $T_n$ and for $U_{n-1}$.

For a vibration of angular frequency $\omega$, $\kappa=\omega^2$; the theorem also allows $\kappa\le 0$. The hypothesis `hK` is the eigenvalue equation, and the final `.1` selects the position. The vector $u$ need not be normalised.

```lean
/-- If `K u = κ u` and the initial position and velocity are `a u` and `b u`, the Verlet position
stays along `u`, with amplitude given by Chebyshev polynomials at the number `1 - h² κ / 2`. -/
theorem verlet_mode {K : Matrix ι ι ℝ} {u : ι → ℝ} {κ : ℝ} (hK : K *ᵥ u = κ • u)
    (h a b : ℝ) (n : ℕ) :
    ((verletStep K h)^[n] (a • u, b • u)).1 =
      (a * (Chebyshev.T ℝ (n : ℤ)).eval (1 - h ^ 2 * κ / 2)
        + h * b * (Chebyshev.U ℝ ((n : ℤ) - 1)).eval (1 - h ^ 2 * κ / 2)) • u := by
  have hA : stepMatrix K h *ᵥ u = (1 - h ^ 2 * κ / 2) • u := by
    simp only [stepMatrix, Matrix.sub_mulVec, Matrix.one_mulVec, Matrix.smul_mulVec, hK]
    module
  rw [verlet_chebyshev]
  simp only [Matrix.mulVec_smul, aeval_mulVec_eigen hA]
  module
```

## (g) Sampled harmonic oscillation

**Task.** In addition to $Ku=\kappa u$, let $\theta$ be a real angle with $\cos\theta=1-h^2\kappa/2$. Start from position $au$ and velocity $(b\sin\theta)u$. Show that
$$x_n=\left(a\cos n\theta+hb\sin n\theta\right)u.$$

**Solution.** By (f), two identities are enough:
$$T_m(\cos\theta)=\cos m\theta,\qquad U_{m-1}(\cos\theta)\sin\theta=\sin m\theta.$$
They hold for $m=0$. If they hold for $m$, then (c) gives
$$T_{m+1}(\cos\theta)=\cos\theta\cos m\theta-\sin^2\theta\,U_{m-1}(\cos\theta)=\cos\theta\cos m\theta-\sin\theta\sin m\theta,$$
$$U_m(\cos\theta)\sin\theta=\cos\theta\sin m\theta+\cos m\theta\sin\theta.$$
The right-hand sides are $\cos((m+1)\theta)$ and $\sin((m+1)\theta)$.

The integrator therefore advances the phase by $\theta$ per step. Such a real angle exists when $0\le h^2\kappa\le4$. Note that the coefficient of $u$ in the initial velocity is $b\sin\theta$, not $b$. This choice avoids a division by $\sin\theta$; when $\sin\theta=0$, the formula describes only a start from rest.

In Lean, `key` contains the two identities, and `linear_combination` combines the induction hypotheses with $\sin^2\theta+\cos^2\theta=1$.

```lean
/-- If `K u = κ u` and `cos θ = 1 - h² κ / 2`, the Verlet positions started from `a u` with
velocity `b sin θ u` are `(a cos nθ + h b sin nθ) u`. -/
theorem verlet_mode_cos {K : Matrix ι ι ℝ} {u : ι → ℝ} {κ h θ : ℝ}
    (hK : K *ᵥ u = κ • u) (hθ : Real.cos θ = 1 - h ^ 2 * κ / 2) (a b : ℝ) (n : ℕ) :
    ((verletStep K h)^[n] (a • u, (b * Real.sin θ) • u)).1 =
      (a * Real.cos (n * θ) + h * b * Real.sin (n * θ)) • u := by
  have key : ∀ m : ℕ, (Chebyshev.T ℝ (m : ℤ)).eval (Real.cos θ) = Real.cos (m * θ) ∧
      (Chebyshev.U ℝ ((m : ℤ) - 1)).eval (Real.cos θ) * Real.sin θ = Real.sin (m * θ) := by
    intro m
    induction m with
    | zero => simp
    | succ m ih =>
      obtain ⟨i1, i2⟩ := ih
      -- the recurrences become the addition theorems for cosine and sine
      have e : ((m + 1 : ℕ) : ℝ) * θ = m * θ + θ := by push_cast; ring
      rw [(chebyshev_succ m).1, (chebyshev_succ m).2, e, Real.cos_add, Real.sin_add]
      simp only [eval_sub, eval_add, eval_mul, eval_pow, eval_X, eval_one]
      constructor
      · linear_combination Real.cos θ * i1 - Real.sin θ * i2 +
          (Chebyshev.U ℝ ((m : ℤ) - 1)).eval (Real.cos θ) * Real.sin_sq_add_cos_sq θ
      · linear_combination Real.cos θ * i2 + Real.sin θ * i1
  rw [verlet_mode hK, ← hθ, (key n).1]
  congr 1
  linear_combination h * b * (key n).2
```

## (h) The stability limit

**Task.** Let $Ku=\kappa u$ and $h^2\kappa=4$, and start from position $au$ and velocity $bu$. Show that
$$x_n=(-1)^n(a-nhb)u.$$

**Solution.** The argument of the polynomials in (f) is now $1-h^2\kappa/2=-1$. The values needed are
$$T_m(-1)=(-1)^m,\qquad U_{m-1}(-1)=-(-1)^m m.$$
They hold for $m=0$. At $X=-1$ the factor $1-X^2$ vanishes, so (c) gives
$$T_{m+1}(-1)=-T_m(-1)=(-1)^{m+1},$$
$$U_m(-1)=-U_{m-1}(-1)+T_m(-1)=(-1)^m(m+1)=-(-1)^{m+1}(m+1).$$
Setting $m=n$ and inserting both values into (f) gives the result.

For $\kappa=\omega^2$ with $\omega>0$ and $h>0$, the condition reads $h=2/\omega$. A mode released from rest only changes sign at each step, whereas a non-zero initial velocity along a non-zero $u$ adds a term that grows linearly with $n$.

The Lean proof has the same shape as in (g): `key` finds the two values by induction, and the last lines substitute them into `verlet_mode`.

```lean
/-- If `K u = κ u` and `h² κ = 4`, the Verlet positions started from `a u` with velocity
`b u` are `(-1)ⁿ (a - n h b) u`. -/
theorem verlet_mode_limit {K : Matrix ι ι ℝ} {u : ι → ℝ} {κ h : ℝ}
    (hK : K *ᵥ u = κ • u) (hκ : h ^ 2 * κ = 4) (a b : ℝ) (n : ℕ) :
    ((verletStep K h)^[n] (a • u, b • u)).1 = ((-1) ^ n * (a - n * h * b)) • u := by
  have key : ∀ m : ℕ, (Chebyshev.T ℝ (m : ℤ)).eval (-1) = (-1) ^ m ∧
      (Chebyshev.U ℝ ((m : ℤ) - 1)).eval (-1) = -((-1) ^ m * (m : ℝ)) := by
    intro m
    induction m with
    | zero => simp
    | succ m ih =>
      rw [(chebyshev_succ m).1, (chebyshev_succ m).2]
      simp only [eval_sub, eval_add, eval_mul, eval_pow, eval_X, eval_one, ih.1, ih.2]
      push_cast
      constructor <;> ring
  rw [verlet_mode hK, show 1 - h ^ 2 * κ / 2 = -1 by linarith, (key n).1, (key n).2]
  congr 1
  ring

end

end VerletChebyshev
```

```lean
#print axioms VerletChebyshev.verlet_chebyshev
#print axioms VerletChebyshev.verlet_mode_cos
#print axioms VerletChebyshev.verlet_mode_limit
```

```
'VerletChebyshev.verlet_chebyshev' depends on axioms: [propext, Classical.choice, Quot.sound]
'VerletChebyshev.verlet_mode_cos' depends on axioms: [propext, Classical.choice, Quot.sound]
'VerletChebyshev.verlet_mode_limit' depends on axioms: [propext, Classical.choice, Quot.sound]
```
